# Vanderbilt projectors with an invertible coupling matrix give pseudo-waves their chosen energies

## Pseudo-waves, residuals and projectors

Let $H_0$ be a linear operator on a complex inner product space. The inner product $\langle f,g\rangle$ is conjugate-linear in $f$ and linear in $g$. Choose finitely many vectors $\phi_i$, the pseudo-waves, and a real energy $E_i$ for each. Define the residuals and their coupling matrix by

$$\chi_i=(E_i-H_0)\phi_i,\qquad B_{ij}=\langle\phi_i,\chi_j\rangle .$$

When $B$ is invertible, define the projectors

$$\beta_i=\sum_j (B^{-1})_{ji}\,\chi_j .$$

For a matrix $D$ of strengths, the separable operator $V_D$ acts as

$$V_D f=\sum_{ij}D_{ij}\,\beta_i\,\langle\beta_j,f\rangle .$$

The Vanderbilt potential is $V_B$, with the coupling matrix itself as strengths.

## What the potential has to repair

The residual $\chi_i$ measures how far $\phi_i$ is from solving the Schrödinger equation of $H_0$ at energy $E_i$. A nonlocal potential that sends each $\phi_i$ to $\chi_i$ removes the error.

Invertibility of $B$ means that no nontrivial combination $\sum_j c_j\chi_j$ is orthogonal to all the pseudo-waves. In particular, none of the $\phi_i$ may already solve the equation at its own energy, since its residual would vanish.

This is the algebra behind separable and ultrasoft pseudopotentials in electronic structure, treated here for a fixed one-particle operator and finitely many waves.

## The statements and their Lean form

For invertible $B$, the main result is

$$(H_0+V_B)\phi_k=E_k\phi_k\quad\text{for every }k .$$

This is `vanderbilt_eigen`; it does not require $H_0$ to be symmetric. In the ultrasoft version, `ultrasoft_eigen`, a matrix $Q$ of augmentation charges represents the charge that smooth pseudo-waves lack. With $D_{ij}=B_{ij}+Q_{ij}E_j$,

$$(H_0+V_D)\phi_k=E_k(1+V_Q)\phi_k .$$

If $H_0$ is symmetric and $Q$ Hermitian, then $V_D$ is symmetric exactly when $\langle\phi_i,\phi_j\rangle+Q_{ij}=0$ for all pairs with $E_i\ne E_j$ (`ultrasoft_symmetric_iff`). For $Q=0$, the condition is that pseudo-waves of different energy are orthogonal (`vanderbilt_symmetric_iff`).

In Lean, the type `V` is the vector space, not the potential, and `H` is $H_0$. The finite type `ι` labels the waves, and `E : ι → ℝ` makes the energies real. The definitions `residual`, `coupling`, `projector`, `separable` and `strength` are $\chi$, $B$, $\beta$, $V_D$ and the ultrasoft $D$. The hypothesis `hB` says that $\det B$ is a unit, that is, nonzero.

The space need not be complete or finite-dimensional, and `H` need not be bounded, but `H` must map the whole space into itself. An example is the space of Schwartz functions, which are smooth and fall off rapidly with all their derivatives, when the local potential is smooth and bounded with all its derivatives. `IsSymmetric` means $\langle Af,g\rangle=\langle f,Ag\rangle$ on that space; it says nothing about self-adjoint extensions.

The symmetry criteria use the inner product in which $H_0$ is symmetric. Atomic pseudopotentials of this kind are usually constructed with overlaps integrated over a core sphere only. The eigenvalue equations still hold for smooth functions on the sphere, since they do not need $H_0$ to be symmetric. The kinetic energy, however, generally produces surface terms there, so the symmetry criteria do not apply directly. How to choose good pseudo-waves, and how well the potential scatters at other energies, are separate questions.

## Derivation of the eigenvalue equation

The projectors are dual to the pseudo-waves. Since $\langle\chi_j,\phi_k\rangle=B_{kj}^*$,

$$\langle\beta_i,\phi_k\rangle=\sum_j (B^{-1})_{ji}^*\,B_{kj}^*=\Big(\sum_j B_{kj}(B^{-1})_{ji}\Big)^*=\delta_{ik}.$$

In particular $\phi_k\neq0$, so it is a genuine eigenvector. Duality collapses one sum in the separable operator:

$$V_D\phi_k=\sum_{ij}D_{ij}\,\beta_i\,\delta_{jk}=\sum_i D_{ik}\beta_i .$$

The other product, $B^{-1}B=1$, recovers the residuals:

$$\sum_i B_{ik}\beta_i=\sum_j\Big(\sum_i (B^{-1})_{ji}B_{ik}\Big)\chi_j=\chi_k .$$

Hence $V_B\phi_k=\chi_k$, and

$$(H_0+V_B)\phi_k=H_0\phi_k+E_k\phi_k-H_0\phi_k=E_k\phi_k .$$

The same recovery formula expresses the potential through the residuals:

$$V_Bf=\sum_j\chi_j\langle\beta_j,f\rangle=\sum_{jl}\chi_j\,(B^{-1})_{lj}^*\,\langle\chi_l,f\rangle .$$

The matrix between the residuals is therefore the conjugate transpose of $B^{-1}$. It equals $B^{-1}$ when $B$ is Hermitian.

## Adding augmentation charges

With $D_{ij}=B_{ij}+Q_{ij}E_j$, the extra term factors because the energy belongs to the second index:

$$V_D\phi_k=\sum_i B_{ik}\beta_i+E_k\sum_i Q_{ik}\beta_i=\chi_k+E_kV_Q\phi_k .$$

Adding $H_0\phi_k$ gives $E_k\phi_k+E_kV_Q\phi_k$, which is the generalised eigenvalue equation.

## Symmetry and orthogonality

Duality also gives $\langle\phi_i,\beta_k\rangle=\delta_{ki}$, so

$$\langle\phi_i,V_D\phi_j\rangle=\sum_k D_{kj}\langle\phi_i,\beta_k\rangle=D_{ij}.$$

If $V_D$ is symmetric, then $D$ is Hermitian. Conversely, for Hermitian $D$,

$$\langle V_Df,g\rangle=\sum_{ij}D_{ij}^*\langle f,\beta_j\rangle\langle\beta_i,g\rangle=\sum_{ij}D_{ji}\langle f,\beta_j\rangle\langle\beta_i,g\rangle=\langle f,V_Dg\rangle .$$

It remains to test whether the ultrasoft strengths are Hermitian. For symmetric $H_0$,

$$B_{ij}=E_j\langle\phi_i,\phi_j\rangle-\langle\phi_i,H_0\phi_j\rangle,\qquad
B_{ji}^*=E_i\langle\phi_i,\phi_j\rangle-\langle\phi_i,H_0\phi_j\rangle .$$

Subtracting these, and using $Q_{ji}^*=Q_{ij}$, gives

$$D_{ij}-D_{ji}^*=(E_j-E_i)\big(\langle\phi_i,\phi_j\rangle+Q_{ij}\big).$$

The right side vanishes for all pairs exactly under the stated condition. The bracket is $\langle\phi_i,(1+V_Q)\phi_j\rangle$, so the condition is orthogonality in the generalised overlap.

## A two-site instance

Let $H_0$ exchange the amplitudes on two sites. Take the site states $e_0,e_1$ as pseudo-waves, with energies $1$ and $2$. Then $\chi_0=e_0-e_1$ and $\chi_1=2e_1-e_0$, so

$$B=\begin{pmatrix}1&-1\\-1&2\end{pmatrix},\qquad \det B=1 .$$

The site states are orthogonal, so $V_B$ is symmetric. It cancels the hopping and leaves site energies $1$ and $2$.

## The complete Lean file

```lean
import Mathlib

open Matrix

namespace VanderbiltProjectors

noncomputable section

variable {V ι : Type*} [NormedAddCommGroup V] [InnerProductSpace ℂ V]
  [Fintype ι] [DecidableEq ι]

/-- The residual `χ_i = (E_i - H₀) φ_i` of the pseudo-wave `φ_i` at energy `E_i`. -/
def residual (H : V →ₗ[ℂ] V) (E : ι → ℝ) (φ : ι → V) (i : ι) : V :=
  (E i : ℂ) • φ i - H (φ i)

/-- The matrix `B_ij = ⟨φ_i, χ_j⟩`. -/
def coupling (H : V →ₗ[ℂ] V) (E : ι → ℝ) (φ : ι → V) : Matrix ι ι ℂ :=
  Matrix.of fun i j => inner ℂ (φ i) (residual H E φ j)

/-- The projector function `β_i = ∑_j (B⁻¹)_ji χ_j`, meant for invertible `B`. -/
def projector (H : V →ₗ[ℂ] V) (E : ι → ℝ) (φ : ι → V) (i : ι) : V :=
  ∑ j, (coupling H E φ)⁻¹ j i • residual H E φ j

/-- The separable operator `∑_ij D_ij |β_i⟩⟨β_j|` with strengths `D`. -/
def separable (D : Matrix ι ι ℂ) (β : ι → V) : V →ₗ[ℂ] V where
  toFun f := ∑ i, ∑ j, (D i j * inner ℂ (β j) f) • β i
  map_add' f g := by
    simp only [inner_add_right, mul_add, add_smul, Finset.sum_add_distrib]
  map_smul' c f := by
    simp only [inner_smul_right, Finset.smul_sum, smul_smul, RingHom.id_apply]
    refine Finset.sum_congr rfl fun i _ => Finset.sum_congr rfl fun j _ => ?_
    rw [mul_left_comm]

/-- The ultrasoft strengths `D_ij = B_ij + Q_ij E_j` for augmentation charges `Q`. -/
def strength (H : V →ₗ[ℂ] V) (E : ι → ℝ) (φ : ι → V) (Q : Matrix ι ι ℂ) :
    Matrix ι ι ℂ :=
  coupling H E φ + Q * Matrix.diagonal fun i => (E i : ℂ)

/-- If `B` is invertible, the projectors are dual to the pseudo-waves:
`⟨β_i, φ_k⟩ = δ_ik`. -/
theorem projector_dual (H : V →ₗ[ℂ] V) (E : ι → ℝ) (φ : ι → V)
    (hB : IsUnit (coupling H E φ).det) (i k : ι) :
    inner ℂ (projector H E φ i) (φ k) = if i = k then (1 : ℂ) else 0 := by
  -- the overlap is the conjugate of an entry of `B * B⁻¹`
  have h := congrFun (congrFun (Matrix.mul_nonsing_inv _ hB) k) i
  rw [Matrix.mul_apply, Matrix.one_apply] at h
  have hb : ∀ j, coupling H E φ k j = inner ℂ (φ k) (residual H E φ j) := fun _ => rfl
  calc inner ℂ (projector H E φ i) (φ k)
      = starRingEnd ℂ (∑ j, coupling H E φ k j * (coupling H E φ)⁻¹ j i) := by
        rw [projector, sum_inner, map_sum]
        refine Finset.sum_congr rfl fun j _ => ?_
        rw [inner_smul_left, map_mul, hb, inner_conj_symm]
        exact mul_comm _ _
    _ = if i = k then (1 : ℂ) else 0 := by
        rw [h]
        by_cases e : i = k
        · simp [e]
        · simp [e, Ne.symm e]

/-- If the `β_i` are dual to the `φ_k`, a separable operator sends `φ_k` to
`∑_i D_ik β_i`. -/
theorem separable_apply_dual (D : Matrix ι ι ℂ) {β φ : ι → V}
    (hβ : ∀ i k, inner ℂ (β i) (φ k) = if i = k then (1 : ℂ) else 0) (k : ι) :
    separable D β (φ k) = ∑ i, D i k • β i := by
  simp [separable, hβ]

/-- If `B` is invertible, the residuals are recovered from the projectors:
`∑_i B_ik β_i = χ_k`. -/
theorem sum_coupling_projector (H : V →ₗ[ℂ] V) (E : ι → ℝ) (φ : ι → V)
    (hB : IsUnit (coupling H E φ).det) (k : ι) :
    ∑ i, coupling H E φ i k • projector H E φ i = residual H E φ k := by
  have h : ∀ j, ∑ i, coupling H E φ i k * (coupling H E φ)⁻¹ j i
      = if j = k then (1 : ℂ) else 0 := by
    intro j
    have h' := congrFun (congrFun (Matrix.nonsing_inv_mul _ hB) j) k
    rw [Matrix.mul_apply, Matrix.one_apply] at h'
    rw [← h']
    exact Finset.sum_congr rfl fun i _ => mul_comm _ _
  simp only [projector, Finset.smul_sum, smul_smul]
  rw [Finset.sum_comm]
  simp only [← Finset.sum_smul, h]
  simp

/-- Vanderbilt construction: if `B` is invertible, the nonlocal potential
`∑_ij B_ij |β_i⟩⟨β_j|` gives `(H₀ + V) φ_k = E_k φ_k` for every pseudo-wave. -/
theorem vanderbilt_eigen (H : V →ₗ[ℂ] V) (E : ι → ℝ) (φ : ι → V)
    (hB : IsUnit (coupling H E φ).det) (k : ι) :
    (H + separable (coupling H E φ) (projector H E φ)) (φ k) = (E k : ℂ) • φ k := by
  rw [LinearMap.add_apply, separable_apply_dual _ (projector_dual H E φ hB),
    sum_coupling_projector H E φ hB]
  unfold residual
  abel

/-- If `B` is invertible, the same potential written with the residuals is
`V f = ∑_jl χ_j ((B⁻¹)_lj)* ⟨χ_l, f⟩`. -/
theorem potential_eq_residual_form (H : V →ₗ[ℂ] V) (E : ι → ℝ) (φ : ι → V)
    (hB : IsUnit (coupling H E φ).det) (f : V) :
    separable (coupling H E φ) (projector H E φ) f
      = ∑ j, ∑ l, (starRingEnd ℂ ((coupling H E φ)⁻¹ l j)
          * inner ℂ (residual H E φ l) f) • residual H E φ j := by
  -- first absorb `B` into the left-hand projectors
  have h : separable (coupling H E φ) (projector H E φ) f
      = ∑ j, (inner ℂ (projector H E φ j) f : ℂ) • residual H E φ j := by
    change ∑ i, ∑ j, (coupling H E φ i j * inner ℂ (projector H E φ j) f)
      • projector H E φ i = _
    rw [Finset.sum_comm]
    refine Finset.sum_congr rfl fun j _ => ?_
    rw [← sum_coupling_projector H E φ hB j, Finset.smul_sum]
    refine Finset.sum_congr rfl fun i _ => ?_
    rw [smul_smul, mul_comm]
  rw [h]
  simp only [projector, sum_inner, inner_smul_left, Finset.sum_smul]

/-- Ultrasoft form: if `B` is invertible, then for any charges `Q` the pseudo-waves solve
`(H₀ + ∑ D_ij |β_i⟩⟨β_j|) φ_k = E_k (1 + ∑ Q_ij |β_i⟩⟨β_j|) φ_k`. -/
theorem ultrasoft_eigen (H : V →ₗ[ℂ] V) (E : ι → ℝ) (φ : ι → V) (Q : Matrix ι ι ℂ)
    (hB : IsUnit (coupling H E φ).det) (k : ι) :
    (H + separable (strength H E φ Q) (projector H E φ)) (φ k)
      = (E k : ℂ) • (φ k + separable Q (projector H E φ) (φ k)) := by
  have h : ∑ i, (Q i k * (E k : ℂ)) • projector H E φ i
      = (E k : ℂ) • ∑ i, Q i k • projector H E φ i := by
    rw [Finset.smul_sum]
    refine Finset.sum_congr rfl fun i _ => ?_
    rw [smul_smul, mul_comm]
  rw [LinearMap.add_apply, separable_apply_dual _ (projector_dual H E φ hB),
    separable_apply_dual _ (projector_dual H E φ hB)]
  simp only [strength, Matrix.add_apply, Matrix.mul_diagonal, add_smul,
    Finset.sum_add_distrib]
  rw [sum_coupling_projector H E φ hB, h, smul_add]
  unfold residual
  abel

/-- If the `β_i` are dual to some `φ_k`, a separable operator is symmetric exactly when
its strength matrix is Hermitian. -/
theorem separable_symmetric_iff (D : Matrix ι ι ℂ) {β φ : ι → V}
    (hβ : ∀ i k, inner ℂ (β i) (φ k) = if i = k then (1 : ℂ) else 0) :
    (separable D β).IsSymmetric ↔ D.IsHermitian := by
  constructor
  · intro hs
    -- the strengths are the matrix elements between the `φ`
    have key : ∀ i j, inner ℂ (φ i) (separable D β (φ j)) = D i j := by
      intro i j
      have h : ∀ k, inner ℂ (φ i) (β k) = if k = i then (1 : ℂ) else 0 := by
        intro k
        rw [← inner_conj_symm, hβ]
        split_ifs <;> simp
      rw [separable_apply_dual D hβ, inner_sum]
      simp [inner_smul_right, h]
    refine Matrix.IsHermitian.ext fun i j => ?_
    rw [← key i j, ← key j i]
    exact (inner_conj_symm _ _).trans (hs (φ i) (φ j))
  · intro hD f g
    simp only [separable, LinearMap.coe_mk, AddHom.coe_mk, sum_inner, inner_sum,
      inner_smul_left, inner_smul_right, map_mul, inner_conj_symm]
    rw [Finset.sum_comm]
    refine Finset.sum_congr rfl fun a _ => Finset.sum_congr rfl fun b _ => ?_
    have hd : starRingEnd ℂ (D b a) = D a b := hD.apply a b
    rw [hd]
    ring

/-- For symmetric `H₀`, Hermitian `Q` and invertible `B`, the ultrasoft potential is
symmetric exactly when `⟨φ_i, φ_j⟩ + Q_ij = 0` for all pairs with `E_i ≠ E_j`. -/
theorem ultrasoft_symmetric_iff (H : V →ₗ[ℂ] V) (E : ι → ℝ) (φ : ι → V)
    (Q : Matrix ι ι ℂ) (hH : H.IsSymmetric) (hQ : Q.IsHermitian)
    (hB : IsUnit (coupling H E φ).det) :
    (separable (strength H E φ Q) (projector H E φ)).IsSymmetric ↔
      ∀ i j, E i ≠ E j → inner ℂ (φ i) (φ j) + Q i j = 0 := by
  -- the Hermiticity defect of the strengths
  have defect : ∀ i j, strength H E φ Q i j - starRingEnd ℂ (strength H E φ Q j i)
      = ((E j : ℂ) - E i) * (inner ℂ (φ i) (φ j) + Q i j) := by
    intro i j
    have h1 : coupling H E φ i j
        = (E j : ℂ) * inner ℂ (φ i) (φ j) - inner ℂ (φ i) (H (φ j)) := by
      change inner ℂ (φ i) (residual H E φ j) = _
      rw [residual, inner_sub_right, inner_smul_right]
    have h2 : starRingEnd ℂ (coupling H E φ j i)
        = (E i : ℂ) * inner ℂ (φ i) (φ j) - inner ℂ (φ i) (H (φ j)) := by
      change starRingEnd ℂ (inner ℂ (φ j) (residual H E φ i)) = _
      rw [inner_conj_symm, residual, inner_sub_left, inner_smul_left,
        Complex.conj_ofReal, hH (φ i) (φ j)]
    have q : starRingEnd ℂ (Q j i) = Q i j := hQ.apply i j
    simp only [strength, Matrix.add_apply, Matrix.mul_diagonal, map_add, map_mul,
      Complex.conj_ofReal]
    rw [h1, h2, q]
    ring
  rw [separable_symmetric_iff _ (projector_dual H E φ hB)]
  constructor
  · intro hD i j hne
    have e : starRingEnd ℂ (strength H E φ Q j i) = strength H E φ Q i j := hD.apply i j
    have d := defect i j
    rw [e, sub_self] at d
    rcases mul_eq_zero.mp d.symm with h | h
    · exact absurd (Complex.ofReal_injective (sub_eq_zero.mp h)).symm hne
    · exact h
  · intro h
    refine Matrix.IsHermitian.ext fun i j => ?_
    have d : strength H E φ Q i j - starRingEnd ℂ (strength H E φ Q j i) = 0 := by
      rw [defect]
      by_cases e : E i = E j
      · rw [e, sub_self, zero_mul]
      · rw [h i j e, mul_zero]
    exact (sub_eq_zero.mp d).symm

/-- For symmetric `H₀` and invertible `B`, the potential `∑_ij B_ij |β_i⟩⟨β_j|` is symmetric
exactly when pseudo-waves with different energies are orthogonal. -/
theorem vanderbilt_symmetric_iff (H : V →ₗ[ℂ] V) (E : ι → ℝ) (φ : ι → V)
    (hH : H.IsSymmetric) (hB : IsUnit (coupling H E φ).det) :
    (separable (coupling H E φ) (projector H E φ)).IsSymmetric ↔
      ∀ i j, E i ≠ E j → inner ℂ (φ i) (φ j) = 0 := by
  have h := ultrasoft_symmetric_iff H E φ 0 hH Matrix.isHermitian_zero hB
  simpa only [strength, Matrix.zero_mul, add_zero, Matrix.zero_apply] using h

/-- The two-site hopping Hamiltonian, which exchanges the two amplitudes. -/
def hopping : EuclideanSpace ℂ (Fin 2) →ₗ[ℂ] EuclideanSpace ℂ (Fin 2) where
  toFun f := !₂[f 1, f 0]
  map_add' f g := by ext i; fin_cases i <;> simp
  map_smul' c f := by ext i; fin_cases i <;> simp

/-- Two-site hopping with the site states as pseudo-waves and energies 1 and 2 has a
symmetric Hamiltonian and an invertible matrix `B`. -/
theorem vanderbilt_witness :
    hopping.IsSymmetric ∧
      coupling hopping ![1, 2] (fun i => EuclideanSpace.single i (1 : ℂ))
        = !![1, -1; -1, 2] ∧
      IsUnit (coupling hopping ![1, 2]
        (fun i => EuclideanSpace.single i (1 : ℂ))).det := by
  have hB : coupling hopping ![1, 2] (fun i => EuclideanSpace.single i (1 : ℂ))
      = !![1, -1; -1, 2] := by
    ext i j
    fin_cases i <;> fin_cases j <;>
      simp [coupling, residual, hopping, PiLp.inner_apply]
  refine ⟨?_, hB, ?_⟩
  · intro f g
    simp only [hopping, LinearMap.coe_mk, AddHom.coe_mk, PiLp.inner_apply,
      Fin.sum_univ_two]
    exact add_comm _ _
  · rw [hB, Matrix.det_fin_two_of, isUnit_iff_ne_zero]
    norm_num

end

end VanderbiltProjectors
```

```lean
#print axioms VanderbiltProjectors.vanderbilt_eigen
-- 'VanderbiltProjectors.vanderbilt_eigen' depends on axioms: [propext, Classical.choice, Quot.sound]
#print axioms VanderbiltProjectors.potential_eq_residual_form
-- 'VanderbiltProjectors.potential_eq_residual_form' depends on axioms: [propext, Classical.choice, Quot.sound]
#print axioms VanderbiltProjectors.ultrasoft_eigen
-- 'VanderbiltProjectors.ultrasoft_eigen' depends on axioms: [propext, Classical.choice, Quot.sound]
#print axioms VanderbiltProjectors.vanderbilt_symmetric_iff
-- 'VanderbiltProjectors.vanderbilt_symmetric_iff' depends on axioms: [propext, Classical.choice, Quot.sound]
```

## From matrix identities to eigenvectors

`projector_dual` takes the $(k,i)$ entry of $BB^{-1}=1$ from `Matrix.mul_nonsing_inv`. Its `calc` block identifies the overlap with the conjugate of that entry; `inner_conj_symm` reverses the inner product. `separable_apply_dual` then collapses the sum for any dual family, whatever its origin.

`sum_coupling_projector` uses the opposite product, `Matrix.nonsing_inv_mul`. After `Finset.sum_comm` exchanges the two sums, the coefficient of each residual is a Kronecker delta. `vanderbilt_eigen` rewrites with these three lemmas, and `abel` cancels $H_0\phi_k$.

In `potential_eq_residual_form`, the intermediate statement `h` is $V_Bf=\sum_j\chi_j\langle\beta_j,f\rangle$. Expanding $\beta_j$ in the first slot of the inner product produces the conjugated inverse. In `ultrasoft_eigen`, `h` pulls $E_k$ out of the charge term, and the rest follows the earlier eigenvalue proof.

## From matrix elements to symmetry

In `separable_symmetric_iff`, `key` is the identity $\langle\phi_i,V_D\phi_j\rangle=D_{ij}$, which gives the forward direction. The reverse direction expands both inner products, exchanges the sums and compares terms using `hD`.

`ultrasoft_symmetric_iff` rests on `defect`, the factored formula for $D_{ij}-D_{ji}^*$. Its parts `h1` and `h2` are the two expressions for $B_{ij}$ and $B_{ji}^*$; the second is where symmetry of $H_0$ enters. For a Hermitian $D$ the product vanishes, and `mul_eq_zero` leaves either equal energies or a zero bracket. The converse splits on whether $E_i=E_j$. `vanderbilt_symmetric_iff` sets $Q=0$.

`vanderbilt_witness` computes the four entries of $B$ for `hopping`, checks that the Hamiltonian is symmetric, and obtains invertibility from the determinant. The two-site model therefore satisfies the hypotheses of the general theorems.
